# The symmetric interior-penalty form for piecewise-linear functions on equal periodic elements of length h is nonnegative exactly when the jump penalty is at least 1/h

Let v be a real function on a ring of N ≥ 1 elements of equal length h > 0, linear on each element and free to jump at the nodes between them. Its symmetric interior-penalty form is

    B(v) = Σ_i [ ∫ v′² dx − 2 M(i) J(i) + (s/h) J(i)² ],

where the integral runs over element i, J(i) is the jump of v at the node between elements i and i+1, taken left minus right, and M(i) is the average of the two one-sided derivatives there. Then B(v) ≥ 0 for every v if and only if s ≥ 1, whatever N and h are.

For a normalised v, B(v)/2 is the discrete kinetic energy in atomic units of a free electron on this one-dimensional uniform mesh, so the theorem says when a discontinuous linear basis keeps that energy from going negative. The number s is a parameter of the discretisation: it sets the energy charged for a discontinuity.

```lean
import Mathlib

open Finset

namespace InteriorPenalty

noncomputable section
```

## Functions, jumps and slopes on the ring

A linear function on an element is fixed by its two end values. Write L(i) and R(i) for the values at the left and right ends of element i. Nothing ties R(i) to L(i+1), so v has 2N free real numbers.

The index type `ZMod N` holds the integers modulo N, which makes `i + 1` the right neighbour on the ring. For N = 1 the single element is its own neighbour.

```lean
/-- A discontinuous piecewise-linear function on `N` periodic elements, given by its values
at the left and right end of each element. -/
structure BrokenLinear (N : ℕ) where
  /-- Value at the left end of each element. -/
  left : ZMod N → ℝ
  /-- Value at the right end of each element. -/
  right : ZMod N → ℝ
```

In the local coordinate x, running from 0 to h, the function on element i is

    v(x) = L(i) + (R(i) − L(i)) x/h.

Lean's `onElement` applies this formula to every real x. Its ordinary derivative at x = 0 or x = h is therefore the one-sided derivative of v, seen from inside the element.

```lean
variable {N : ℕ}

/-- The function on element `i` in the local coordinate `x` from `0` to `h`, for `h ≠ 0`. -/
def onElement (h : ℝ) (v : BrokenLinear N) (i : ZMod N) (x : ℝ) : ℝ :=
  v.left i + (v.right i - v.left i) * (x / h)
```

The jump compares the right end of element i with the left end of its neighbour:

    J(i) = v(h) on element i − v(0) on element i+1.

```lean
/-- The jump, left minus right, at the node between elements `i` and `i + 1`, for `h ≠ 0`. -/
def jump (h : ℝ) (v : BrokenLinear N) (i : ZMod N) : ℝ :=
  onElement h v i h - onElement h v (i + 1) 0
```

The average slope at the same node is

    M(i) = [ v′(h) on element i + v′(0) on element i+1 ] / 2.

```lean
/-- The average of the two one-sided derivatives at the node between elements `i` and `i + 1`,
for `h ≠ 0`. -/
def meanSlope (h : ℝ) (v : BrokenLinear N) (i : ZMod N) : ℝ :=
  (deriv (onElement h v i) h + deriv (onElement h v (i + 1)) 0) / 2
```

These give B(v) as written at the start. `sipForm` contains the actual integral of the squared derivative, and `[NeZero N]` expresses N ≥ 1. The sign convention of the jump matters only in the middle term, where it agrees with integrating −v″v by parts element by element.

```lean
/-- The symmetric interior-penalty form of `v` with itself, with element length `h ≠ 0` and
penalty parameter `s`. -/
def sipForm [NeZero N] (h s : ℝ) (v : BrokenLinear N) : ℝ :=
  ∑ i, ((∫ x in (0 : ℝ)..h, (deriv (onElement h v i) x) ^ 2)
    - 2 * meanSlope h v i * jump h v i + s / h * jump h v i ^ 2)
```

## Completing the squares at each node

The natural variable is the rise across an element,

    a(i) = R(i) − L(i).

```lean
/-- The rise of the function across element `i`. -/
def rise (v : BrokenLinear N) (i : ZMod N) : ℝ := v.right i - v.left i
```

The aim is to write h B(v) as a sum over nodes of

    E(i) = [(a(i) − a(i+1))/2]² + [J(i) − (a(i) + a(i+1))/2]² + (s − 1) J(i)².

The first square measures the mismatch of neighbouring slopes, the second the difference between the jump and the mean rise. Only the last term can be negative.

```lean
/-- A combination of squares at the node between elements `i` and `i + 1`: slope mismatch,
jump minus mean rise, and the jump weighted by `s - 1`, for `h ≠ 0`. -/
def nodeEnergy (h s : ℝ) (v : BrokenLinear N) (i : ZMod N) : ℝ :=
  ((rise v i - rise v (i + 1)) / 2) ^ 2
    + (jump h v i - (rise v i + rise v (i + 1)) / 2) ^ 2 + (s - 1) * jump h v i ^ 2
```

The function that will test the threshold is the sawtooth, with L(i) = 0 and R(i) = 1 on every element. It climbs by 1 and drops back by 1 at each node.

```lean
/-- The sawtooth, which rises from `0` to `1` on every element. -/
def sawtooth (N : ℕ) : BrokenLinear N := ⟨fun _ => 0, fun _ => 1⟩
```

Differentiating the linear formula gives

    v′(x) = a(i)/h

at every x. The Lean proof builds this derivative from that of x by dividing by h, multiplying by the rise and adding a constant.

```lean
/-- The derivative on an element is the rise divided by the element length. -/
theorem deriv_onElement (h : ℝ) (v : BrokenLinear N) (i : ZMod N) (x : ℝ) :
    deriv (onElement h v i) x = rise v i / h := by
  have H : HasDerivAt (onElement h v i) ((v.right i - v.left i) * (1 / h)) x :=
    (((hasDerivAt_id' x).div_const h).const_mul _).const_add _
  rw [H.deriv, rise]
  ring
```

Setting x = h and x = 0 in the formula gives

    J(i) = R(i) − L(i+1).

```lean
/-- The jump is the right-end value on one element minus the left-end value on the next. -/
theorem jump_eq {h : ℝ} (hh : h ≠ 0) (v : BrokenLinear N) (i : ZMod N) :
    jump h v i = v.right i - v.left (i + 1) := by
  simp [jump, onElement, div_self hh]
```

Now insert these results. The integral of the constant (a(i)/h)² over an element is a(i)²/h, and M(i) = (a(i) + a(i+1))/(2h). Hence

    h B(v) = Σ_i [ a(i)² − (a(i) + a(i+1)) J(i) + s J(i)² ].

Expanding the squares in E(i) gives

    E(i) = (a(i)² + a(i+1)²)/2 − (a(i) + a(i+1)) J(i) + s J(i)².

The two summands differ by (a(i)² − a(i+1)²)/2. Summed around the ring, this difference vanishes, because shifting the index only relabels the elements. Therefore

    h B(v) = Σ_i E(i).

In the proof, `key` is the index shift and `term` is the identity at one node, where `field_simp` clears the denominators and `ring` does the expansion.

```lean
/-- The interior-penalty form times the element length is the sum of the node energies. -/
theorem mul_sipForm [NeZero N] {h : ℝ} (hh : h ≠ 0) (s : ℝ) (v : BrokenLinear N) :
    h * sipForm h s v = ∑ i, nodeEnergy h s v i := by
  -- periodicity: shifting the element index leaves the sum unchanged
  have key : ∑ i, rise v (i + 1) ^ 2 = ∑ i, rise v i ^ 2 :=
    Equiv.sum_comp (Equiv.addRight (1 : ZMod N)) (fun i => rise v i ^ 2)
  have term : ∀ i, h * ((∫ x in (0 : ℝ)..h, (deriv (onElement h v i) x) ^ 2)
      - 2 * meanSlope h v i * jump h v i + s / h * jump h v i ^ 2)
      = nodeEnergy h s v i + (rise v i ^ 2 - rise v (i + 1) ^ 2) / 2 := by
    intro i
    simp only [meanSlope, nodeEnergy, deriv_onElement, intervalIntegral.integral_const,
      smul_eq_mul, sub_zero]
    field_simp
    ring
  rw [sipForm, Finset.mul_sum, Finset.sum_congr rfl (fun i _ => term i),
    Finset.sum_add_distrib, ← Finset.sum_div, Finset.sum_sub_distrib, key]
  ring
```

## The threshold from both sides

If s ≥ 1, all three terms of E(i) are nonnegative, so E(i) ≥ 0 at every node.

```lean
/-- For `s ≥ 1` every node energy is nonnegative. -/
theorem nodeEnergy_nonneg {s : ℝ} (hs : 1 ≤ s) (h : ℝ) (v : BrokenLinear N) (i : ZMod N) :
    0 ≤ nodeEnergy h s v i :=
  add_nonneg (add_nonneg (sq_nonneg _) (sq_nonneg _))
    (mul_nonneg (sub_nonneg.2 hs) (sq_nonneg _))
```

For the sawtooth, a(i) = 1 and J(i) = 1 − 0 = 1. Both squares vanish and E(i) = s − 1, so

    h B(sawtooth) = N (s − 1).

The sawtooth is not normalised: ∫ v² dx = N h/3 over the ring. Dividing by this norm, a calculation done here by hand, gives the normalised sawtooth the value B = 3(s − 1)/h², or a kinetic energy of 3(s − 1)/(2h²), independent of N. For a fixed s < 1 it becomes more negative as the mesh is refined.

```lean
/-- On the sawtooth, the form times the element length equals `N (s - 1)`. -/
theorem mul_sipForm_sawtooth [NeZero N] {h : ℝ} (hh : h ≠ 0) (s : ℝ) :
    h * sipForm h s (sawtooth N) = N * (s - 1) := by
  have term : ∀ i, nodeEnergy h s (sawtooth N) i = s - 1 := by
    intro i
    rw [nodeEnergy, jump_eq hh]
    simp only [rise, sawtooth]
    ring
  rw [mul_sipForm hh, Finset.sum_congr rfl (fun i _ => term i), Finset.sum_const,
    Finset.card_univ, ZMod.card, nsmul_eq_mul]
```

Both directions now follow. If B(v) ≥ 0 for every v, then it is so for the sawtooth, and N(s − 1) ≥ 0 with N > 0 forces s ≥ 1. Lean argues by contradiction: it assumes s < 1, finds N(s − 1) negative, and lets `linarith` close the case. Conversely, if s ≥ 1, then h B(v) is a sum of nonnegative terms, and dividing by h > 0 gives B(v) ≥ 0.

In the statement, h, s and N are fixed first and v ranges over all of `BrokenLinear N`. The result concerns real linear elements of equal length on a one-dimensional ring. It does not cover unequal elements, higher polynomial degree, physical boundaries, more dimensions or an added potential, and it gives no lower bound on the positive energies.

```lean
/-- The symmetric interior-penalty form is nonnegative on all discontinuous piecewise-linear
periodic functions if and only if the penalty parameter is at least one. -/
theorem sipForm_nonneg_iff [NeZero N] {h : ℝ} (hh : 0 < h) (s : ℝ) :
    (∀ v : BrokenLinear N, 0 ≤ sipForm h s v) ↔ 1 ≤ s := by
  constructor
  · intro H
    by_contra hs
    -- the sawtooth has negative energy below the threshold
    have h1 := mul_nonneg hh.le (H (sawtooth N))
    rw [mul_sipForm_sawtooth hh.ne'] at h1
    have hN : (0 : ℝ) < N := Nat.cast_pos.2 (Nat.pos_of_ne_zero (NeZero.ne N))
    have h2 := mul_neg_of_pos_of_neg hN (sub_neg.2 (not_le.1 hs))
    linarith
  · intro hs v
    refine (mul_nonneg_iff_of_pos_left hh).1 ?_
    rw [mul_sipForm hh.ne']
    exact Finset.sum_nonneg fun i _ => nodeEnergy_nonneg hs h v i
```

## Functions with zero energy

Let s ≥ 1. A sum of nonnegative terms is zero only if each term is zero, so B(v) = 0 requires, at every node,

    a(i) = a(i+1),
    J(i) = (a(i) + a(i+1))/2,
    (s − 1) J(i)² = 0.

The first two equations give J(i) = a(i), that is, R(i) − L(i+1) = R(i) − L(i). Hence L(i+1) = L(i), and equal rises then give R(i+1) = R(i). The third equation becomes (s − 1) a(i)² = 0. Conversely, these conditions make every E(i) vanish.

The Lean proof follows this route. The facts `p`, `q` and `r` record that the three parts are nonnegative, and `p0`, `q0` and `r0` conclude that each is zero.

```lean
/-- For `s ≥ 1` the form vanishes exactly when neighbouring elements carry the same end values
and `s - 1` times the squared rise is zero on every element. -/
theorem sipForm_eq_zero_iff [NeZero N] {h s : ℝ} (hh : 0 < h) (hs : 1 ≤ s)
    (v : BrokenLinear N) :
    sipForm h s v = 0 ↔ ∀ i, v.left (i + 1) = v.left i ∧ v.right (i + 1) = v.right i ∧
      (s - 1) * rise v i ^ 2 = 0 := by
  have h0 : sipForm h s v = 0 ↔ ∑ i, nodeEnergy h s v i = 0 := by
    rw [← mul_sipForm hh.ne', mul_eq_zero, or_iff_right hh.ne']
  rw [h0, Finset.sum_eq_zero_iff_of_nonneg (fun i _ => nodeEnergy_nonneg hs h v i)]
  constructor
  · intro H i
    have e := H i (Finset.mem_univ i)
    rw [nodeEnergy, jump_eq hh.ne'] at e
    -- each of the three nonnegative parts vanishes
    have p := sq_nonneg ((rise v i - rise v (i + 1)) / 2)
    have q := sq_nonneg (v.right i - v.left (i + 1) - (rise v i + rise v (i + 1)) / 2)
    have r := mul_nonneg (sub_nonneg.2 hs) (sq_nonneg (v.right i - v.left (i + 1)))
    have p0 : (rise v i - rise v (i + 1)) / 2 = 0 :=
      (pow_eq_zero_iff two_ne_zero).1 (by linarith)
    have q0 : v.right i - v.left (i + 1) - (rise v i + rise v (i + 1)) / 2 = 0 :=
      (pow_eq_zero_iff two_ne_zero).1 (by linarith)
    have r0 : (s - 1) * (v.right i - v.left (i + 1)) ^ 2 = 0 := by linarith
    simp only [rise] at p0 q0 ⊢
    have hl : v.left (i + 1) = v.left i := by linarith
    refine ⟨hl, by linarith, ?_⟩
    rwa [hl] at r0
  · intro H i _
    obtain ⟨a, b, c⟩ := H i
    rw [nodeEnergy, jump_eq hh.ne']
    simp only [rise] at c ⊢
    rw [a, b]
    linear_combination c
```

At s = 1 the condition on the rise is empty. The form then vanishes exactly when all elements carry the same linear profile:

    B(v) = 0 ⇔ L(i+1) = L(i) and R(i+1) = R(i) for all i.

These functions are the constants plus multiples of the sawtooth. The threshold value thus excludes negative energies but leaves a discontinuous function with no kinetic energy. For N = 1 the conditions hold automatically, and B vanishes on every function.

```lean
/-- At `s = 1` the form vanishes exactly on the functions whose end values are the same on
neighbouring elements. -/
theorem sipForm_one_eq_zero_iff [NeZero N] {h : ℝ} (hh : 0 < h) (v : BrokenLinear N) :
    sipForm h 1 v = 0 ↔ ∀ i, v.left (i + 1) = v.left i ∧ v.right (i + 1) = v.right i := by
  rw [sipForm_eq_zero_iff hh le_rfl]
  simp
```

For s > 1 the factor s − 1 is positive, so every rise is zero and L(i) = R(i). Since neighbouring left values agree, v is constant around the ring:

    B(v) = 0 ⇔ there is a number c with L(i) = R(i) = c for all i.

Once normalised, the nonzero constants give, up to sign, the single zero-energy state that a free particle on a ring should have. In Lean, `walk` carries the left value from element 0 to element n by induction on n, which reaches every element. For the converse, a constant function satisfies all the conditions of the previous characterisation.

```lean
/-- For `s > 1` the form vanishes exactly on the constant functions. -/
theorem sipForm_eq_zero_iff_const [NeZero N] {h s : ℝ} (hh : 0 < h) (hs : 1 < s)
    (v : BrokenLinear N) :
    sipForm h s v = 0 ↔ ∃ c, ∀ i, v.left i = c ∧ v.right i = c := by
  rw [sipForm_eq_zero_iff hh hs.le]
  constructor
  · intro H
    -- walk around the ring from element 0
    have walk : ∀ n : ℕ, v.left (n : ZMod N) = v.left 0 := by
      intro n
      induction n with
      | zero => rw [Nat.cast_zero]
      | succ n ih => rw [Nat.cast_succ, (H _).1, ih]
    refine ⟨v.left 0, fun i => ?_⟩
    have hl := walk i.val
    rw [ZMod.natCast_zmod_val] at hl
    have hr : rise v i = 0 := (pow_eq_zero_iff two_ne_zero).1
      ((mul_eq_zero.1 (H i).2.2).resolve_left (sub_pos.2 hs).ne')
    rw [rise] at hr
    exact ⟨hl, by linarith⟩
  · rintro ⟨c, hc⟩ i
    simp [rise, (hc i).1, (hc i).2, (hc (i + 1)).1, (hc (i + 1)).2]

end

end InteriorPenalty
```

```lean
#print axioms InteriorPenalty.sipForm_nonneg_iff
-- 'InteriorPenalty.sipForm_nonneg_iff' depends on axioms: [propext, Classical.choice, Quot.sound]
#print axioms InteriorPenalty.sipForm_one_eq_zero_iff
-- 'InteriorPenalty.sipForm_one_eq_zero_iff' depends on axioms: [propext, Classical.choice, Quot.sound]
#print axioms InteriorPenalty.sipForm_eq_zero_iff_const
-- 'InteriorPenalty.sipForm_eq_zero_iff_const' depends on axioms: [propext, Classical.choice, Quot.sound]
```
